# Repeated averaging with the inverse transpose takes A = QP to its orthogonal factor Q when P is positive definite

Two snapshots of a molecule usually differ by an overall turn as well as by internal motion. If the turn is left in, subtracting the coordinates counts it as distortion, and displacements meant for a vibrational analysis are contaminated by rotation. The correlation matrix of the snapshots contains the turn mixed with a stretch, so applying that matrix directly would deform the molecule. The iteration studied here strips off the stretch, but it inverts a matrix at every step, and without a convergence result it might meet a singular matrix or settle on the wrong limit.

Let the columns of \(X\) and \(Y\) be the atomic positions in the two structures, each already centred. Suppose \(A=YX^T\) factors as \(A=QP\), with \(Q\) orthogonal and \(P\) symmetric positive definite. The iteration is

\[
A_0=A,\qquad A_{k+1}=\tfrac12\bigl(A_k+(A_k^{-1})^T\bigr).
\]

Every \(A_k\) is invertible, \(A_k\to Q\), and no orthogonal matrix superposes \(X\) on \(Y\) with a smaller summed squared distance than \(Q\).

In the Lean code, the finite index type `n` labels Cartesian directions and `m` labels atoms.

```lean
import Mathlib

open Matrix Filter Topology

namespace PolarFactorIteration

variable {n m : Type*} [Fintype n] [DecidableEq n] [Fintype m]
```

`polarStep` is one update, and `polarIter A k` is \(A_k\). The letter `X` in `polarStep` stands for an iterate; in `misfit` it is a structure.

```lean
/-- One step of the polar iteration: the average of an invertible matrix and its inverse
transpose. -/
noncomputable def polarStep (X : Matrix n n ℝ) : Matrix n n ℝ :=
  (1 / 2 : ℝ) • (X + (X⁻¹)ᵀ)

/-- The sequence of iterates started at the matrix `A`. -/
noncomputable def polarIter (A : Matrix n n ℝ) : ℕ → Matrix n n ℝ
  | 0 => A
  | k + 1 => polarStep (polarIter A k)
```

The scalar map \(h(s)=(s+s^{-1})/2\) is called `heron`, since it is Heron's square-root method applied to the number 1.

```lean
/-- The average of a nonzero number and its reciprocal. -/
noncomputable def heron (s : ℝ) : ℝ := (s + s⁻¹) / 2
```

The misfit is \(E(R)=\sum_a\sum_i\bigl(Y_{ia}-(RX)_{ia}\bigr)^2\), with equal weight for every atom. For \(N\ge1\) atoms the usual root-mean-square deviation is \(\sqrt{E(R)/N}\). For a vibrational analysis the atoms are weighted by their masses instead: centre each structure at its centre of mass and multiply each column of \(X\) and \(Y\) by the square root of that atom's mass. The theorems apply unchanged to the scaled matrices.

```lean
/-- The summed squared distance between the atoms of structure `Y` and those of structure `X`
after `R` has acted on `X`; the columns are the atomic positions. -/
def misfit (X Y : Matrix n m ℝ) (R : Matrix n n ℝ) : ℝ :=
  ∑ a, ∑ i, (Y i a - (R * X) i a) ^ 2
```

## P is positive definite: every stretch factor is positive

The eigenvalues \(d_i\) of \(P\) are the stretch factors contained in \(A\), that is, its singular values. Their positivity makes \(A\) invertible. In three dimensions this excludes planar molecules: centred positions in a plane give \(X\) rank at most two, and \(YX^T\) then has rank at most two as well.

The derivation uses positivity first for a single number. For \(t>0\),

\[
h(t)-1=\frac{(t-1)^2}{2t}\ge 0 .
\]

Starting from \(s_0=s>0\), the values \(s_{k+1}=h(s_k)\) are therefore at least 1. For \(k\ge1\) we have \(s_k^{-1}\le1\), so

\[
s_{k+1}-1=\tfrac12(s_k-1)+\tfrac12(s_k^{-1}-1)\le\tfrac12(s_k-1).
\]

Hence \(0\le s_{k+1}-1\le(s_1-1)/2^k\), and \(s_k\to1\). In the proof, `ge` is the first inequality, `bound` is the halving by induction, and a squeeze between 1 and the geometric bound gives the limit.

```lean
/-- Repeated averaging with the reciprocal drives every positive number to one. -/
theorem heron_tendsto {s : ℝ} (hs : 0 < s) :
    Tendsto (fun k => heron^[k] s) atTop (𝓝 1) := by
  have ge : ∀ t : ℝ, 0 < t → 1 ≤ heron t := by
    intro t ht
    have h : heron t - 1 = (t - 1) ^ 2 / (2 * t) := by
      unfold heron
      field_simp
      ring
    have h' : 0 ≤ (t - 1) ^ 2 / (2 * t) := by positivity
    linarith
  -- from the first step on, the excess over one at least halves
  have bound : ∀ k : ℕ, 1 ≤ heron^[k + 1] s ∧
      heron^[k + 1] s ≤ 1 + (heron s - 1) * (1 / 2) ^ k := by
    intro k
    induction k with
    | zero => simpa using ge s hs
    | succ k ih =>
      rw [Function.iterate_succ_apply']
      refine ⟨ge _ (by linarith [ih.1]), ?_⟩
      have h := inv_le_one_of_one_le₀ ih.1
      rw [pow_succ]
      unfold heron at *
      linarith [ih.2]
  have hlim : Tendsto (fun k : ℕ => 1 + (heron s - 1) * (1 / 2 : ℝ) ^ k) atTop (𝓝 1) := by
    have h := tendsto_pow_atTop_nhds_zero_of_lt_one (r := (1 / 2 : ℝ)) (by norm_num) (by norm_num)
    simpa using (h.const_mul (heron s - 1)).const_add 1
  exact (tendsto_add_atTop_iff_nat 1).mp (tendsto_of_tendsto_of_tendsto_of_le_of_le
    tendsto_const_nhds hlim (fun k => (bound k).1) (fun k => (bound k).2))
```

The matrix step reduces to this scalar one. If \(W\) and \(V\) are orthogonal and \(D=\mathrm{diag}(d)\) has nonzero entries, then \((WDV^T)^{-1}=VD^{-1}W^T\). Its transpose is \(WD^{-1}V^T\), and averaging gives

\[
\tfrac12\bigl(WDV^T+WD^{-1}V^T\bigr)=W\,\mathrm{diag}(h(d_i))\,V^T .
\]

The lemma needs only `d i ≠ 0`. It verifies the inverse in `hinv`, then the average of the diagonal matrices in `hh`.

```lean
/-- For orthogonal `W`, `V` and nonzero `d`, a step on `W diag(d) Vᵀ` leaves `W` and `V` alone
and averages each entry of `d` with its reciprocal. -/
theorem polarStep_diagonal {W V : Matrix n n ℝ} (hW : Wᵀ * W = 1) (hV : Vᵀ * V = 1)
    {d : n → ℝ} (hd : ∀ i, d i ≠ 0) :
    polarStep (W * diagonal d * Vᵀ) = W * diagonal (fun i => heron (d i)) * Vᵀ := by
  have hdd : diagonal d * diagonal (fun i => (d i)⁻¹) = 1 := by
    simp [diagonal_mul_diagonal, hd]
  have hinv : (W * diagonal d * Vᵀ)⁻¹ = V * diagonal (fun i => (d i)⁻¹) * Wᵀ := by
    apply inv_eq_right_inv
    calc _ = W * (diagonal d * (Vᵀ * V) * diagonal (fun i => (d i)⁻¹)) * Wᵀ := by
          simp only [Matrix.mul_assoc]
      _ = 1 := by rw [hV, Matrix.mul_one, hdd, Matrix.mul_one, mul_eq_one_comm.mp hW]
  have hh : diagonal (fun i => heron (d i)) =
      (1 / 2 : ℝ) • (diagonal d + diagonal (fun i => (d i)⁻¹)) := by
    ext i j
    by_cases h : i = j
    · subst h
      simp [heron]
      ring
    · simp [h]
  rw [polarStep, hinv, hh]
  simp only [transpose_mul, transpose_transpose, diagonal_transpose, Matrix.mul_smul,
    Matrix.smul_mul, Matrix.mul_add, Matrix.add_mul, Matrix.mul_assoc]
```

The spectral theorem supplies the diagonal form \(P=UDU^T\), with \(U\) orthogonal and all \(d_i>0\). Lean's `P.PosDef` includes the symmetry of \(P\), which this theorem also requires.

```lean
/-- A real symmetric positive definite matrix is `U diag(d) Uᵀ` with `U` orthogonal and all
entries of `d` positive. -/
theorem posDef_diagonalize {P : Matrix n n ℝ} (hP : P.PosDef) :
    ∃ (U : Matrix n n ℝ) (d : n → ℝ), Uᵀ * U = 1 ∧ (∀ i, 0 < d i) ∧
      P = U * diagonal d * Uᵀ := by
  refine ⟨hP.1.eigenvectorUnitary, hP.1.eigenvalues, ?_, hP.eigenvalues_pos, ?_⟩
  · exact mem_unitaryGroup_iff'.mp hP.1.eigenvectorUnitary.2
  · have h := hP.1.spectral_theorem
    rw [Unitary.conjStarAlgAut_apply] at h
    exact h
```

Allowing a zero eigenvalue breaks the result: for the \(1\times1\) matrix \(P=0\), the first inverse does not exist. Lean assigns the value zero to that inverse, so its iterates stay at zero, which is not orthogonal. Symmetric and invertible is not enough either: with \(Q=1\) and \(P=-1\), the iterates stay at \(-1\) and miss \(Q\).

## Q is orthogonal, and A = QP is given

Physically, \(Q\) is the part of the correlation that preserves all lengths and angles. The condition `Qᵀ * Q = 1` also admits reflections.

With \(P=UDU^T\) we get \(A=(QU)DU^T\). The matrix \(QU\) is orthogonal because \((QU)^TQU=U^TQ^TQU=U^TU=1\). Repeating the diagonal step gives

\[
A_k=QU\,D_k\,U^T,\qquad D_k=\mathrm{diag}\bigl(h^k(d_i)\bigr),
\]

where \(h^k\) means \(h\) applied \(k\) times. All entries of \(D_k\) are positive, so \(A_k\) is invertible. Moreover \(Q^TA_k=UD_kU^T\) is symmetric, and \(D_k\to1\) gives \(A_k\to QUU^T=Q\).

The theorem states these three conclusions: `IsUnit` is invertibility, `IsSymm` is symmetry, and `Tendsto` is convergence of the matrices. In the proof, `hW` is the orthogonality of \(QU\), `form` is the displayed formula, and continuity carries the scalar limits over to the matrix.

```lean
/-- If `A = Q P` with `Q` orthogonal and `P` symmetric positive definite, every iterate started
at `A` is invertible, `Qᵀ` times it is symmetric, and the iterates converge to `Q`. -/
theorem polarIter_tendsto {A Q P : Matrix n n ℝ} (hQ : Qᵀ * Q = 1) (hP : P.PosDef)
    (hA : A = Q * P) :
    (∀ k, IsUnit (polarIter A k) ∧ (Qᵀ * polarIter A k).IsSymm) ∧
      Tendsto (polarIter A) atTop (𝓝 Q) := by
  obtain ⟨U, d, hU, hd, rfl⟩ := posDef_diagonalize hP
  have hW : (Q * U)ᵀ * (Q * U) = 1 := by
    rw [transpose_mul, Matrix.mul_assoc, ← Matrix.mul_assoc Qᵀ, hQ, Matrix.one_mul, hU]
  have pos : ∀ k i, 0 < heron^[k] (d i) := by
    intro k i
    induction k with
    | zero => exact hd i
    | succ k ih =>
      rw [Function.iterate_succ_apply']
      unfold heron at *
      positivity
  -- the whole iteration takes place in the singular values
  have form : ∀ k, polarIter A k = Q * U * diagonal (fun i => heron^[k] (d i)) * Uᵀ := by
    intro k
    induction k with
    | zero => simp [polarIter, hA, Matrix.mul_assoc]
    | succ k ih =>
      rw [polarIter, ih, polarStep_diagonal hW hU (fun i => (pos k i).ne')]
      simp only [Function.iterate_succ_apply']
  refine ⟨fun k => ⟨?_, ?_⟩, ?_⟩
  · rw [form k]
    have h1 : IsUnit (Q * U) := ⟨⟨Q * U, (Q * U)ᵀ, mul_eq_one_comm.mp hW, hW⟩, rfl⟩
    have h2 : IsUnit Uᵀ := ⟨⟨Uᵀ, U, hU, mul_eq_one_comm.mp hU⟩, rfl⟩
    have h3 : IsUnit (diagonal (fun i => heron^[k] (d i))) :=
      isUnit_diagonal.mpr (Pi.isUnit_iff.mpr fun i => (pos k i).ne'.isUnit)
    exact (h1.mul h3).mul h2
  · have h : Qᵀ * polarIter A k = U * diagonal (fun i => heron^[k] (d i)) * Uᵀ := by
      rw [form k]
      simp only [← Matrix.mul_assoc, hQ, Matrix.one_mul]
    rw [h, Matrix.IsSymm]
    simp only [transpose_mul, transpose_transpose, diagonal_transpose, Matrix.mul_assoc]
  · have hc : Continuous (fun e : n → ℝ => Q * U * diagonal e * Uᵀ) :=
      (continuous_const.matrix_mul continuous_id.matrix_diagonal).matrix_mul continuous_const
    have hl : Tendsto (fun k i => heron^[k] (d i)) atTop (𝓝 (fun _ : n => (1 : ℝ))) :=
      tendsto_pi_nhds.mpr fun i => heron_tendsto (hd i)
    have h := (hc.tendsto _).comp hl
    rw [diagonal_one, Matrix.mul_one, Matrix.mul_assoc, mul_eq_one_comm.mp hU,
      Matrix.mul_one] at h
    exact h.congr fun k => (form k).symm
```

Orthogonality enters again in the error law. Symmetry of \(Q^TA_k\) means \(A_k^TQ=Q^TA_k\), so

\[
A_k^T\,(QA_k^{-1}Q)=Q^TA_kA_k^{-1}Q=Q^TQ=1 ,
\]

and therefore \((A_k^{-1})^T=QA_k^{-1}Q\). Expanding the product gives

\[
(A_k-Q)A_k^{-1}(A_k-Q)=A_k-2Q+QA_k^{-1}Q=2(A_{k+1}-Q).
\]

The error appears twice on the left, so convergence close to \(Q\) is quadratic. In the proof, `hT` is the formula for the inverse transpose and `he` is the expansion.

```lean
/-- For `A = Q P` with `Q` orthogonal and `P` symmetric positive definite, the error after a step is
half the product `E * X⁻¹ * E`, where `X` is the iterate before the step and `E = X - Q` its error.
-/
theorem polarIter_error {A Q P : Matrix n n ℝ} (hQ : Qᵀ * Q = 1) (hP : P.PosDef)
    (hA : A = Q * P) (k : ℕ) :
    polarIter A (k + 1) - Q =
      (1 / 2 : ℝ) • ((polarIter A k - Q) * (polarIter A k)⁻¹ * (polarIter A k - Q)) := by
  obtain ⟨hu, hs⟩ := (polarIter_tendsto hQ hP hA).1 k
  rw [polarIter, polarStep]
  generalize polarIter A k = X at hu hs ⊢
  have hdet := (isUnit_iff_isUnit_det X).mp hu
  have hs' : Xᵀ * Q = Qᵀ * X := by simpa [Matrix.IsSymm, transpose_mul] using hs
  -- symmetry of `Qᵀ X` turns the inverse transpose into `Q X⁻¹ Q`
  have hT : (X⁻¹)ᵀ = Q * X⁻¹ * Q := by
    rw [transpose_nonsing_inv]
    apply inv_eq_right_inv
    rw [← Matrix.mul_assoc, ← Matrix.mul_assoc, hs', Matrix.mul_assoc Qᵀ,
      mul_nonsing_inv X hdet, Matrix.mul_one, hQ]
  have he : (X - Q) * X⁻¹ * (X - Q) = X + Q * X⁻¹ * Q - (2 : ℝ) • Q := by
    rw [Matrix.sub_mul, mul_nonsing_inv X hdet, Matrix.sub_mul, Matrix.one_mul,
      Matrix.mul_sub, Matrix.mul_assoc Q X⁻¹ X, nonsing_inv_mul X hdet, Matrix.mul_one]
    module
  rw [hT, he]
  module
```

If \(Q\) is merely invertible, the conclusion fails: \(Q=2\), \(P=1\) gives \(A=2\), whose iterates tend to 1 and not to \(Q\).

The factorisation itself is a hypothesis of the theorems. Standard linear algebra provides one for every invertible \(A\), with \(P=(A^TA)^{1/2}\) and \(Q=AP^{-1}\), so a user of the iteration never has to compute it beforehand.

Convergence also yields a neighbouring fact, the uniqueness of the orthogonal factor. If \(A=QP=Q'P'\) are two factorisations of this kind, the same sequence converges to both \(Q\) and \(Q'\), so \(Q=Q'\).

## The competing matrices R are orthogonal

A trial matrix \(R\) may turn or reflect the molecule but may not stretch it. The comparison rests on a trace inequality. For orthogonal \(O\), the matrix \((1-O)P(1-O)^T\) is positive semidefinite, so its trace is nonnegative:

\[
0\le\mathrm{tr}\,P-\mathrm{tr}(OP)-\mathrm{tr}(PO^T)+\mathrm{tr}(OPO^T)
=2\,\mathrm{tr}\,P-2\,\mathrm{tr}(OP).
\]

The symmetry of \(P\) makes the two middle traces equal (`h1`), and the orthogonality of \(O\) turns the last one into \(\mathrm{tr}\,P\) (`h2`).

```lean
/-- For orthogonal `O` and symmetric positive definite `P`, the trace of `O P` is at most the
trace of `P`. -/
theorem trace_orthogonal_mul_le {O P : Matrix n n ℝ} (hO : Oᵀ * O = 1) (hP : P.PosDef) :
    trace (O * P) ≤ trace P := by
  have h := (hP.posSemidef.mul_mul_conjTranspose_same (1 - O)).trace_nonneg
  have hs : Pᵀ = P := by simpa only [conjTranspose_eq_transpose_of_trivial] using hP.1.eq
  have h1 : trace (P * Oᵀ) = trace (O * P) := by
    rw [← trace_transpose, transpose_mul, transpose_transpose, hs]
  have h2 : trace (O * P * Oᵀ) = trace P := by
    rw [trace_mul_comm, ← Matrix.mul_assoc, hO, Matrix.one_mul]
  have he : (1 - O) * P * (1 - Oᵀ) = P - O * P - P * Oᵀ + O * P * Oᵀ := by noncomm_ring
  rw [conjTranspose_eq_transpose_of_trivial, transpose_sub, transpose_one, he, trace_add,
    trace_sub, trace_sub, h1, h2] at h
  linarith
```

Orthogonality of \(R\) is used next in expanding the misfit. Since \(X^TR^TRX=X^TX\) and the two cross terms have the same trace,

\[
E(R)=\mathrm{tr}\bigl((Y-RX)^T(Y-RX)\bigr)
=\mathrm{tr}(Y^TY)+\mathrm{tr}(X^TX)-2\,\mathrm{tr}(R^TYX^T).
\]

In the proof, `h0` rewrites the explicit sum as a trace, `h3` removes \(R^TR\), and `h1` and `h2` combine the cross terms.

```lean
/-- For orthogonal `R`, the misfit depends on `R` only through its overlap with the correlation
matrix `Y Xᵀ`. -/
theorem misfit_eq (X Y : Matrix n m ℝ) {R : Matrix n n ℝ} (hR : Rᵀ * R = 1) :
    misfit X Y R = trace (Yᵀ * Y) + trace (Xᵀ * X) - 2 * trace (Rᵀ * (Y * Xᵀ)) := by
  have h0 : misfit X Y R = trace ((Y - R * X)ᵀ * (Y - R * X)) := by
    simp only [misfit, trace, diag_apply, Matrix.mul_apply, transpose_apply, Matrix.sub_apply, sq]
  have h1 : trace (Xᵀ * Rᵀ * Y) = trace (Rᵀ * (Y * Xᵀ)) := by
    rw [Matrix.mul_assoc, trace_mul_comm, Matrix.mul_assoc]
  have h2 : trace (Yᵀ * (R * X)) = trace (Xᵀ * Rᵀ * Y) := by
    rw [← trace_transpose, transpose_mul, transpose_mul, transpose_transpose]
  have h3 : Xᵀ * Rᵀ * (R * X) = Xᵀ * X := by
    rw [Matrix.mul_assoc, ← Matrix.mul_assoc Rᵀ, hR, Matrix.one_mul]
  rw [h0, transpose_sub, transpose_mul, Matrix.sub_mul, Matrix.mul_sub, Matrix.mul_sub, h3,
    trace_sub, trace_sub, trace_sub, h2, h1]
  ring
```

Now insert \(YX^T=QP\). The matrix \(O=R^TQ\) is orthogonal, and \(Q^TQP=P\), so

\[
E(R)-E(Q)=2\bigl(\mathrm{tr}\,P-\mathrm{tr}(R^TQP)\bigr)\ge0 .
\]

The last theorem joins this inequality to the convergence result; `hO` is the orthogonality of \(R^TQ\), and `ht` is the trace inequality applied to it.

```lean
/-- If the correlation matrix `Y Xᵀ` of two structures is `Q P` with `Q` orthogonal and `P`
symmetric positive definite, the iteration started there converges to `Q`, and no orthogonal
matrix has a smaller misfit than `Q`. -/
theorem polarIter_superposition (X Y : Matrix n m ℝ) {Q P : Matrix n n ℝ} (hQ : Qᵀ * Q = 1)
    (hP : P.PosDef) (hA : Y * Xᵀ = Q * P) :
    Tendsto (polarIter (Y * Xᵀ)) atTop (𝓝 Q) ∧
      ∀ R : Matrix n n ℝ, Rᵀ * R = 1 → misfit X Y Q ≤ misfit X Y R := by
  refine ⟨(polarIter_tendsto hQ hP hA).2, fun R hR => ?_⟩
  have hO : (Rᵀ * Q)ᵀ * (Rᵀ * Q) = 1 := by
    rw [transpose_mul, transpose_transpose, Matrix.mul_assoc, ← Matrix.mul_assoc R,
      mul_eq_one_comm.mp hR, Matrix.one_mul, hQ]
  have ht := trace_orthogonal_mul_le hO hP
  rw [misfit_eq X Y hQ, misfit_eq X Y hR, hA, ← Matrix.mul_assoc, ← Matrix.mul_assoc, hQ,
    Matrix.one_mul]
  linarith

end PolarFactorIteration
```

```lean
#print axioms PolarFactorIteration.polarIter_error
#print axioms PolarFactorIteration.trace_orthogonal_mul_le
#print axioms PolarFactorIteration.polarIter_superposition
```

```
'PolarFactorIteration.polarIter_error' depends on axioms: [propext, Classical.choice, Quot.sound]
'PolarFactorIteration.trace_orthogonal_mul_le' depends on axioms: [propext, Classical.choice, Quot.sound]
'PolarFactorIteration.polarIter_superposition' depends on axioms: [propext, Classical.choice, Quot.sound]
```

If \(R\) could be any invertible matrix, \(Q\) would no longer be optimal. In one dimension with two atoms, the centred structures \(X=(1,-1)\) and \(Y=(2,-2)\) give \(YX^T=4\), \(Q=1\) and \(E(Q)=2\), whereas \(R=2\) doubles the structure and has misfit zero.

The step left to the user is to check that \(Q\) is a proper rotation. Because \(\det P>0\), the sign of \(\det Q\) is that of \(\det(YX^T)\). When it is positive, \(Q\) is also optimal among rotations; when it is negative, \(Q\) contains a reflection that no rigid motion of the molecule can carry out. For centred frames of a molecular dynamics trajectory with an invertible correlation matrix of positive determinant, the iteration thus finds the best-fitting rotation without a singular value decomposition, and applying \(Q^T\) to \(Y\) removes it.

## In one dimension the limit is a sign

For \(1\times1\) matrices, \(A=a\) is a nonzero number, \(P=|a|\), and \(Q=a/|a|\). The iteration replaces \(a\) by the average of \(a\) and \(1/a\), and it tends to \(+1\) or \(-1\) according to the sign of \(a\). The value \(-1\) is the one-dimensional reflection.
